# The relaxation time extrapolated from a multi-channel Drude tail never exceeds the dc mean time

Let a carrier population consist of finitely many groups, called channels. Channel i has weight w_i > 0 and relaxation time τ_i > 0, with Σ_i w_i = 1. Write ⟨τ⟩ = Σ_i w_i τ_i for the mean time, ⟨1/τ⟩ = Σ_i w_i/τ_i for the mean rate, and

s(ω) = Σ_i w_i τ_i / (1 + ω² τ_i²)

for the dissipative response at angular frequency ω. Then s(ω) → ⟨τ⟩ as ω → 0, while the time 1/(ω² s(ω)) read off from the high-frequency tail tends to 1/⟨1/τ⟩. The second limit is at most the first, and the two are equal exactly when all τ_i coincide.

In this model of independent channels with constant relaxation times, the dc mobility inferred from the limiting high-frequency tail with a single-time Drude formula is therefore too small whenever the relaxation times differ.

The polaron mobilities of Feynman, Hellwarth, Iddings and Platzman (FHIP) and of Kadanoff disagree in a related way, usually traced to the order in which the limits of weak coupling and zero frequency are taken. The connection is that s depends on frequency through the products ωτ_i. Weak scattering at fixed ω makes these products large and leads to the tail; ω → 0 at fixed scattering makes them small and leads to the dc value. The model contains no polaron, and neither mobility formula is derived from it.

```lean
import Mathlib

open Filter Topology

namespace DrudeOrderOfLimits

noncomputable section

variable {ι : Type*} [Fintype ι]
```

The channels are the elements of a finite type `ι`, and `w` and `τ` are real functions on it. Positivity and normalisation are not built into these functions; each theorem lists the conditions it assumes.

## Response, mean time and mean rate

A single channel driven by a field of frequency ω has the complex Drude response τ_i/(1 − iωτ_i), in units of e/m, where e is the carrier charge and m its mass. Its real part, the part in phase with the field, is τ_i/(1 + ω²τ_i²). Channels that carry current in parallel add with their weights, which gives s(ω).

```lean
/-- Dissipative Drude response, in units of e/m, of channels with weights `w` and
relaxation times `τ` at angular frequency `ω`. -/
def response (w τ : ι → ℝ) (ω : ℝ) : ℝ :=
  ∑ i, w i * τ i / (1 + ω ^ 2 * τ i ^ 2)
```

A channel here is a group of carriers, for instance those in one energy range or one valley, and not a scattering mechanism. For valleys, w_i is the fraction of carriers in the group. For energy ranges in an isotropic parabolic band with Maxwell–Boltzmann statistics, each carrier instead counts in proportion to its kinetic energy. Several mechanisms acting on one group would be combined into its single τ_i beforehand. Scattering that transfers momentum between groups is absent, as are memory effects and any dependence of τ_i on frequency. The common mass is also an idealisation.

The dc time is the average of the times:

⟨τ⟩ = Σ_i w_i τ_i.

```lean
/-- The weighted mean relaxation time. -/
def meanTime (w τ : ι → ℝ) : ℝ := ∑ i, w i * τ i
```

The other average is taken over the rates:

⟨1/τ⟩ = Σ_i w_i/τ_i.

```lean
/-- The weighted mean scattering rate. -/
def meanRate (w τ : ι → ℝ) : ℝ := ∑ i, w i / τ i
```

Its inverse is the time that a drifted-Maxwellian description assigns to the population. If the whole distribution is assumed to shift rigidly by a small amount, group i carries the fraction w_i of the total momentum, and momentum is lost at the averaged rate. That physical reading motivates the definition; the code defines the time simply as 1/⟨1/τ⟩.

```lean
/-- The inverse of the mean scattering rate. -/
def extrapolatedTime (w τ : ι → ℝ) : ℝ := 1 / meanRate w τ
```

## The dc limit is the mean time

At ω = 0 every denominator equals 1, so

s(0) = Σ_i w_i τ_i = ⟨τ⟩.

```lean
/-- The response at zero frequency is the mean relaxation time. -/
theorem response_zero (w τ : ι → ℝ) : response w τ 0 = meanTime w τ := by
  simp [response, meanTime]
```

For real ω and τ_i the denominator 1 + ω²τ_i² is at least 1 and never vanishes. Each term of s is thus a continuous function of ω, and so is their finite sum. Continuity at zero gives

s(ω) → s(0) = ⟨τ⟩ as ω → 0.

```lean
/-- As the frequency tends to zero, the response tends to the mean relaxation time. -/
theorem response_tendsto_dc (w τ : ι → ℝ) :
    Tendsto (response w τ) (𝓝 0) (𝓝 (meanTime w τ)) := by
  have hc : Continuous (response w τ) := by
    unfold response
    refine continuous_finsetSum _ fun i _ => ?_
    exact Continuous.div continuous_const (by fun_prop) (fun ω => by positivity)
  rw [← response_zero]
  exact hc.tendsto 0
```

In Lean, `Tendsto (response w τ) (𝓝 0) (𝓝 (meanTime w τ))` expresses this limit, with ω approaching zero from both sides. The proof establishes continuity term by term and then evaluates at zero with `response_zero`. It needs no sign condition on the weights or times.

## The tail measures the mean rate

The tail can be compared with the mean rate at any frequency, before a limit is taken. For one channel,

1/τ_i − ω²τ_i/(1 + ω²τ_i²)
= (1 + ω²τ_i² − ω²τ_i²) / (τ_i(1 + ω²τ_i²))
= 1/(τ_i(1 + ω²τ_i²)).

Multiplying by w_i and summing gives

⟨1/τ⟩ − ω² s(ω) = Σ_i w_i/(τ_i(1 + ω²τ_i²)).

```lean
/-- For positive relaxation times, the mean rate minus `ω² s(ω)` equals an explicit sum over
channels at every frequency. -/
theorem meanRate_sub_tail (w τ : ι → ℝ) (hτ : ∀ i, 0 < τ i) (ω : ℝ) :
    meanRate w τ - ω ^ 2 * response w τ ω
      = ∑ i, w i / (τ i * (1 + ω ^ 2 * τ i ^ 2)) := by
  unfold meanRate response
  rw [Finset.mul_sum, ← Finset.sum_sub_distrib]
  refine Finset.sum_congr rfl fun i _ => ?_
  have h1 : τ i ≠ 0 := (hτ i).ne'
  have h2 : 1 + ω ^ 2 * τ i ^ 2 ≠ 0 := by positivity
  field_simp
  try ring
```

The proof brings both sums on the left under one summation sign and then checks the single-channel identity by clearing denominators. Only τ_i > 0 is assumed.

Each term on the right has a fixed numerator, and its denominator satisfies

τ_i(1 + ω²τ_i²) = τ_i + τ_i³ω² ≥ τ_i³ω²,

which grows without bound. Every term tends to zero, and so does the finite sum. Hence

ω² s(ω) → ⟨1/τ⟩ as ω → ∞.

```lean
/-- At high frequency, `ω² s(ω)` tends to the mean scattering rate. -/
theorem tail_tendsto_meanRate (w τ : ι → ℝ) (hτ : ∀ i, 0 < τ i) :
    Tendsto (fun ω : ℝ => ω ^ 2 * response w τ ω) atTop (𝓝 (meanRate w τ)) := by
  -- every channel's contribution to the deficit dies out
  have h0 : Tendsto (fun ω : ℝ => ∑ i, w i / (τ i * (1 + ω ^ 2 * τ i ^ 2)))
      atTop (𝓝 (∑ _i : ι, (0 : ℝ))) := by
    refine tendsto_finsetSum _ fun i _ => ?_
    refine Tendsto.div_atTop tendsto_const_nhds ?_
    have hp : Tendsto (fun ω : ℝ => τ i ^ 3 * ω ^ 2) atTop atTop :=
      (tendsto_pow_atTop two_ne_zero).const_mul_atTop (pow_pos (hτ i) 3)
    refine tendsto_atTop_mono (fun ω => ?_) hp
    nlinarith [hτ i]
  have h1 := h0.const_sub (meanRate w τ)
  rw [Finset.sum_const_zero, sub_zero] at h1
  refine h1.congr fun ω => ?_
  rw [← meanRate_sub_tail w τ hτ ω]
  ring
```

The lower bound τ_i³ω² appears in the code as `hp`, and `tendsto_atTop_mono` transfers its divergence to the full denominator. Subtracting the vanishing deficit from the mean rate then recovers ω² s(ω).

## The spread of times separates the two averages

For any two channels i and j,

(τ_i − τ_j)²/(τ_i τ_j) = τ_i/τ_j + τ_j/τ_i − 2.

Multiply by w_i w_j and sum over both indices. The first two terms each factorise into ⟨τ⟩⟨1/τ⟩, and the last gives −2(Σ_i w_i)² = −2. Therefore

Σ_i Σ_j w_i w_j (τ_i − τ_j)²/(τ_i τ_j) = 2⟨τ⟩⟨1/τ⟩ − 2,

or, after division by 2,

⟨τ⟩⟨1/τ⟩ − 1 = ½ Σ_i Σ_j w_i w_j (τ_i − τ_j)²/(τ_i τ_j).

```lean
/-- For weights summing to one and positive relaxation times, the product of mean time and mean
rate, minus one, equals half the double sum of `w i * w j * (τ i - τ j) ^ 2 / (τ i * τ j)`. -/
theorem meanTime_mul_meanRate_sub_one (w τ : ι → ℝ) (hsum : ∑ i, w i = 1)
    (hτ : ∀ i, 0 < τ i) :
    meanTime w τ * meanRate w τ - 1
      = 1 / 2 * ∑ i, ∑ j, w i * w j * (τ i - τ j) ^ 2 / (τ i * τ j) := by
  have h : ∀ i j, w i * w j * (τ i - τ j) ^ 2 / (τ i * τ j)
      = (w i * τ i) * (w j / τ j) + (w i / τ i) * (w j * τ j) - 2 * (w i * w j) := by
    intro i j
    have hi : τ i ≠ 0 := (hτ i).ne'
    have hj : τ j ≠ 0 := (hτ j).ne'
    field_simp
    try ring
  -- the three double sums factorise
  have e1 : (∑ i, w i * τ i) * (∑ j, w j / τ j)
      = ∑ i, ∑ j, (w i * τ i) * (w j / τ j) := by rw [Finset.sum_mul_sum]
  have e2 : (∑ i, w i / τ i) * (∑ j, w j * τ j)
      = ∑ i, ∑ j, (w i / τ i) * (w j * τ j) := by rw [Finset.sum_mul_sum]
  have e3 : (∑ i, w i) * (∑ j, w j) = ∑ i, ∑ j, w i * w j := by
    rw [Finset.sum_mul_sum]
  have e : ∑ i, ∑ j, w i * w j * (τ i - τ j) ^ 2 / (τ i * τ j)
      = ∑ i, ∑ j, (w i * τ i) * (w j / τ j) + ∑ i, ∑ j, (w i / τ i) * (w j * τ j)
        - 2 * ∑ i, ∑ j, w i * w j := by
    simp only [h, Finset.sum_sub_distrib, Finset.sum_add_distrib, Finset.mul_sum]
  rw [e, ← e1, ← e2, ← e3, hsum]
  unfold meanTime meanRate
  ring
```

The statement `h` is the pairwise expansion multiplied by the weights. The equations `e1`, `e2` and `e3` factorise the three double sums, and `hsum` supplies the normalisation. The identity itself needs no positive weights; their sign matters only when the right-hand side is to be bounded.

## Comparing the two limiting times

With positive weights and times, every term in the double sum is non-negative. Thus ⟨τ⟩⟨1/τ⟩ ≥ 1, and dividing by ⟨1/τ⟩ > 0 gives

1/⟨1/τ⟩ ≤ ⟨τ⟩.

If the two times are equal, then ⟨τ⟩⟨1/τ⟩ = 1 and the double sum is zero. A sum of non-negative terms vanishes only if each term does, so

w_i w_j (τ_i − τ_j)²/(τ_i τ_j) = 0 for all i and j.

The weights and times are positive, which forces τ_i = τ_j. Conversely, if all times coincide, every squared difference vanishes and the two times agree.

Because ⟨1/τ⟩ is non-zero, the tail limit may also be inverted:

1/(ω² s(ω)) → 1/⟨1/τ⟩ as ω → ∞.

```lean
/-- For positive weights summing to one and positive relaxation times, the response tends to the
mean time as the frequency tends to zero, and `1/(ω² s(ω))` tends to the inverse mean rate as the
frequency tends to infinity. The inverse mean rate is at most the mean time, with equality exactly
when all relaxation times coincide. -/
theorem order_of_limits (w τ : ι → ℝ) (hw : ∀ i, 0 < w i) (hsum : ∑ i, w i = 1)
    (hτ : ∀ i, 0 < τ i) :
    Tendsto (response w τ) (𝓝 0) (𝓝 (meanTime w τ)) ∧
    Tendsto (fun ω : ℝ => 1 / (ω ^ 2 * response w τ ω)) atTop
      (𝓝 (extrapolatedTime w τ)) ∧
    extrapolatedTime w τ ≤ meanTime w τ ∧
    (extrapolatedTime w τ = meanTime w τ ↔ ∀ i j, τ i = τ j) := by
  have hne : Nonempty ι := by
    rcases isEmpty_or_nonempty ι with h | h
    · simp at hsum
    · exact h
  have hR : 0 < meanRate w τ :=
    Finset.sum_pos (fun i _ => div_pos (hw i) (hτ i)) Finset.univ_nonempty
  have hid := meanTime_mul_meanRate_sub_one w τ hsum hτ
  have hterm : ∀ i j, 0 ≤ w i * w j * (τ i - τ j) ^ 2 / (τ i * τ j) := fun i j =>
    div_nonneg (mul_nonneg (mul_pos (hw i) (hw j)).le (sq_nonneg _))
      (mul_pos (hτ i) (hτ j)).le
  have hrow : ∀ i, 0 ≤ ∑ j, w i * w j * (τ i - τ j) ^ 2 / (τ i * τ j) := fun i =>
    Finset.sum_nonneg fun j _ => hterm i j
  refine ⟨response_tendsto_dc w τ, ?_, ?_, ?_, ?_⟩
  · have e : extrapolatedTime w τ = (meanRate w τ)⁻¹ := one_div _
    rw [e]
    exact ((tail_tendsto_meanRate w τ hτ).inv₀ hR.ne').congr fun ω => (one_div _).symm
  · have hS := Finset.sum_nonneg fun i (_ : i ∈ Finset.univ) => hrow i
    unfold extrapolatedTime
    rw [div_le_iff₀ hR]
    linarith
  · -- equality forces every squared difference to vanish
    intro heq i j
    have h1 : meanTime w τ * meanRate w τ = 1 := by
      rw [← heq]
      exact one_div_mul_cancel hR.ne'
    have hS : ∑ i, ∑ j, w i * w j * (τ i - τ j) ^ 2 / (τ i * τ j) = 0 := by linarith
    have hi := (Finset.sum_eq_zero_iff_of_nonneg fun i _ => hrow i).1 hS i
      (Finset.mem_univ i)
    have hij := (Finset.sum_eq_zero_iff_of_nonneg fun j _ => hterm i j).1 hi j
      (Finset.mem_univ j)
    by_contra hd
    have hsq : 0 < (τ i - τ j) ^ 2 := pow_pos_of_ne (sub_ne_zero.2 hd)
    exact (div_pos (mul_pos (mul_pos (hw i) (hw j)) hsq)
      (mul_pos (hτ i) (hτ j))).ne' hij
  · intro hall
    have hS : ∑ i, ∑ j, w i * w j * (τ i - τ j) ^ 2 / (τ i * τ j) = 0 :=
      Finset.sum_eq_zero fun i _ => Finset.sum_eq_zero fun j _ => by
        rw [hall i j]
        simp
    unfold extrapolatedTime
    rw [div_eq_iff hR.ne']
    linarith
where
  pow_pos_of_ne {x : ℝ} (hx : x ≠ 0) : 0 < x ^ 2 := by positivity
```

The theorem `order_of_limits` joins four statements: the dc limit, the limit of the time read from the tail, the inequality, and the equality criterion. Its hypotheses `hw`, `hsum` and `hτ` are positive weights, unit total weight and positive times. There is at least one channel, since an empty sum could not equal 1. With exactly one channel the criterion holds trivially and the two times are the same.

The proof follows the argument above. `hterm` and `hrow` record that the terms and the inner sums are non-negative. For the equality case, `Finset.sum_eq_zero_iff_of_nonneg` is applied twice, first to the outer sum and then to the inner one, to isolate a single pair of channels. If that pair had different times, its term would be strictly positive, a contradiction.

Take two channels of weight ½ with times 1 ps and 3 ps. Then

⟨τ⟩ = (1 + 3)/2 ps = 2 ps,
⟨1/τ⟩ = (1 + 1/3)/2 ps⁻¹ = 2/3 ps⁻¹,
1/⟨1/τ⟩ = 3/2 ps.

The dc time is larger by a factor 4/3. The spread identity gives the same excess: the two off-diagonal pairs contribute ½ · 2 · ¼ · (4/3) = 1/3. At the finite frequency ω = 1 ps⁻¹ the response is s = ½ · ½ + ½ · 3/10 = 0.4 ps, and 1/(ω² s) is 2.5 ps. This is still far from its limit of 1.5 ps, so the comparison between the two times concerns the asymptotic tail and not an arbitrary measuring frequency.

The inequality can fail if a negative weight is allowed, although no group of carriers has one. Keep the total weight at 1 but take w = (3/2, −1/2) and τ = (1, 2) in some unit of time. Then ⟨τ⟩ = 1/2 and ⟨1/τ⟩ = 5/4, so the extrapolated time is 4/5 and exceeds the mean time. A zero weight already spoils the equality criterion: for w = (1, 0) and the same τ both times equal 1, although τ_1 and τ_2 differ.

## The two times can differ by an arbitrarily large factor

For two channels of weight ½ with times a > 0 and b > 0,

⟨τ⟩ = (a + b)/2,
⟨1/τ⟩ = ½(1/a + 1/b) = (a + b)/(2ab).

The extrapolated time is 2ab/(a + b), and therefore

⟨τ⟩ = [(a + b)²/(4ab)] · 1/⟨1/τ⟩.

```lean
/-- For two equally weighted channels with times `a` and `b`, the mean time is
`(a + b)²/(4ab)` times the extrapolated time. -/
theorem two_channel_ratio (a b : ℝ) (ha : 0 < a) (hb : 0 < b) :
    meanTime (fun _ => 1 / 2) ![a, b]
      = (a + b) ^ 2 / (4 * a * b) * extrapolatedTime (fun _ => 1 / 2) ![a, b] := by
  have h1 : meanTime (fun _ => 1 / 2) ![a, b] = (a + b) / 2 := by
    simp [meanTime, Fin.sum_univ_two]
    ring
  have h2 : meanRate (fun _ => 1 / 2) ![a, b] = (a + b) / (2 * a * b) := by
    have h : meanRate (fun _ => 1 / 2) ![a, b] = 1 / 2 / a + 1 / 2 / b := by
      simp [meanRate, Fin.sum_univ_two]
    rw [h]
    field_simp
    try ring
  have hab : a + b ≠ 0 := by positivity
  rw [extrapolatedTime, h1, h2]
  field_simp
  try ring
```

Here `![a, b]` is the function on two channels with values a and b, and `fun _ => 1 / 2` assigns both the same weight. The facts `h1` and `h2` are the two averages just computed.

The ratio has no upper bound. Given any real K, choose a = 1 and b = 4|K| + 1. Then

4bK ≤ 4b|K| = b(b − 1) < (1 + b)²,

and division by 4b > 0 yields

K < (1 + b)²/(4b).

Multiplying by the positive extrapolated time gives K/⟨1/τ⟩ < ⟨τ⟩.

```lean
/-- No constant bounds the mean time by a multiple of the extrapolated time, even for two
equally weighted channels. -/
theorem ratio_unbounded (K : ℝ) :
    ∃ τ : Fin 2 → ℝ, (∀ i, 0 < τ i) ∧
      K * extrapolatedTime (fun _ => 1 / 2) τ < meanTime (fun _ => 1 / 2) τ := by
  have hb : 0 < 4 * |K| + 1 := by positivity
  have hpos : ∀ i, 0 < (![1, 4 * |K| + 1] : Fin 2 → ℝ) i := by
    intro i
    fin_cases i
    · exact one_pos
    · exact hb
  refine ⟨![1, 4 * |K| + 1], hpos, ?_⟩
  have hE : 0 < extrapolatedTime (fun _ => 1 / 2) ![1, 4 * |K| + 1] :=
    one_div_pos.2 (Finset.sum_pos (fun i _ => div_pos (by norm_num) (hpos i))
      Finset.univ_nonempty)
  rw [two_channel_ratio 1 (4 * |K| + 1) one_pos hb]
  refine mul_lt_mul_of_pos_right ?_ hE
  rw [lt_div_iff₀ (by positivity)]
  nlinarith [mul_le_mul_of_nonneg_right (le_abs_self K) hb.le, abs_nonneg K]

end

end DrudeOrderOfLimits
```

The theorem `ratio_unbounded` thus produces, for each K, a pair of positive times for which the mean time exceeds K times the extrapolated one. The pair depends on K; for fixed τ_1 and τ_2 the ratio is of course finite. The limiting value of 1/(ω² s(ω)) alone consequently gives a lower bound on the dc time in this model, but no upper bound.

```lean
#print axioms DrudeOrderOfLimits.meanTime_mul_meanRate_sub_one
-- 'DrudeOrderOfLimits.meanTime_mul_meanRate_sub_one' depends on axioms: [propext, Classical.choice, Quot.sound]
#print axioms DrudeOrderOfLimits.order_of_limits
-- 'DrudeOrderOfLimits.order_of_limits' depends on axioms: [propext, Classical.choice, Quot.sound]
#print axioms DrudeOrderOfLimits.ratio_unbounded
-- 'DrudeOrderOfLimits.ratio_unbounded' depends on axioms: [propext, Classical.choice, Quot.sound]
```
